# Langevin dynamics in a differentiable one-dimensional potential keeps the Boltzmann density stationary exactly when D = g kT

A particle of mass m > 0 has position q and momentum p and moves in a differentiable potential V(q), with derivative V′(q). The thermal energy is kT > 0. The friction force is −g(q) p/m, so g has units of mass per time; a code that takes a collision rate γ has g = mγ. The momentum diffusion D(q) multiplies the second momentum derivative, which for D ≥ 0 corresponds to a noise term √(2D) dW in the equation for dp, with W a standard Wiener process. The unnormalised Boltzmann density is

r(q, p) = exp(−(p²/(2m) + V(q))/kT).

A density ρ is called stationary here when the right-hand side F[ρ] of the Fokker-Planck equation is zero at every (q, p). This equation sets the time derivative of ρ equal to

F[ρ] = −∂/∂q [p ρ/m] + ∂/∂p [(V′ + g p/m) ρ] + D ∂²ρ/∂p².

## The residual and the condition it imposes

For the Boltzmann density,

F[r] = ((g − D/kT)/m) (1 − p²/(m kT)) r.

Hence F[r] = 0 at every (q, p) if and only if D(q) = g(q) kT for every q. With constant coefficients this is D = g kT.

## Where a thermostat uses it

A Langevin thermostat takes a friction and a temperature as input and has to choose the size of its random kicks. For this one-particle model in continuous time, the relation fixes that size: over a short time Δt the kick variance is 2DΔt = 2g kT Δt to leading order, or 2γ m kT Δt in terms of the collision rate.

## Derivation

The first derivatives of the density are

∂r/∂q = −(V′/kT) r

∂r/∂p = −(p/(m kT)) r.

The streaming term is therefore

−∂/∂q [p r/m] = (p V′/(m kT)) r.

In the force and friction term the product rule gives

∂/∂p [(V′ + g p/m) r] = (g/m) r − (p V′/(m kT)) r − (g p²/(m² kT)) r.

Differentiating ∂r/∂p once more gives the diffusion term

D ∂²r/∂p² = −(D/(m kT)) (1 − p²/(m kT)) r.

In the sum the two V′ terms cancel. The remaining friction terms combine to (g/m)(1 − p²/(m kT)) r, and adding the diffusion term gives the residual stated above.

Since r > 0, at a point with p² ≠ m kT the residual vanishes only if g − D/kT = 0. The momentum p = 0 is such a point at every q, which gives one direction of the equivalence. Conversely, D = g kT makes the first factor zero everywhere.

The dissipative part of the momentum current is

J = −(g p r/m + D ∂r/∂p) = (D/kT − g) (p/m) r.

It vanishes everywhere if D = g kT at every q, because the first factor is then zero. Conversely, if it vanishes at unit velocity (p = m in the chosen units) for every q, then D = g kT at every q.

**A test momentum that hides the error.** A check of F[r] = 0 at p = √(m kT), a natural thermal value, succeeds for every g and D, because the second factor is zero there. A test of the noise amplitude should use a momentum with p² ≠ m kT, such as p = 0.

**Numbers.** Take m = 2, kT = 3 and g = 4, so the relation requires D = 12. Suppose the code uses D = 6. The first factor is (4 − 6/3)/2 = 1, and F[r] = (1 − p²/6) r. At p = 0 this is F[r] = r, at p² = 6 it is zero, and at p = 3 it is −r/2. Normalising r leaves these ratios unchanged. Density grows at rest and falls at high momentum: the kicks are too weak, and the particle cools. These coefficients do keep a different Boltzmann density stationary, the one with kT = D/g = 1.5.

## The Lean file

```lean
import Mathlib

namespace LangevinFluctuationDissipation

noncomputable section

/-- The unnormalised Boltzmann density `exp(-(p²/(2m) + V(q))/kT)` of a particle in the
potential `V`, for nonzero `m` and `kT`. -/
def boltzmann (V : ℝ → ℝ) (m kT q p : ℝ) : ℝ :=
  Real.exp (-(p ^ 2 / (2 * m) + V q) / kT)

/-- The Fokker-Planck right-hand side of Langevin dynamics, acting on a phase-space density `ρ`,
with friction `g(q)`, momentum diffusion `D(q)` and nonzero mass `m`, where the derivatives in the
formula exist. -/
def fokkerPlanck (V g D : ℝ → ℝ) (m : ℝ) (ρ : ℝ → ℝ → ℝ) (q p : ℝ) : ℝ :=
  -deriv (fun x => p / m * ρ x p) q
    + deriv (fun y => (deriv V q + g q * y / m) * ρ q y) p
    + D q * deriv (fun y => deriv (fun z => ρ q z) y) p

/-- The part of the momentum current that comes from friction and diffusion, for nonzero mass `m`
and a density `ρ` differentiable in momentum. -/
def dissipativeCurrent (g D : ℝ → ℝ) (m : ℝ) (ρ : ℝ → ℝ → ℝ) (q p : ℝ) : ℝ :=
  -(g q * p / m * ρ q p + D q * deriv (fun y => ρ q y) p)

/-- Where the potential is differentiable, the position derivative of the Boltzmann density is
`-V'(q)/kT` times the density. -/
theorem hasDerivAt_boltzmann_position {V : ℝ → ℝ} (m kT q p : ℝ)
    (hV : DifferentiableAt ℝ V q) :
    HasDerivAt (fun x => boltzmann V m kT x p)
      (-(deriv V q / kT) * boltzmann V m kT q p) q := by
  have h := ((hV.hasDerivAt.const_add (p ^ 2 / (2 * m))).fun_neg.div_const kT).exp
  unfold boltzmann
  exact h.congr_deriv (by ring)

/-- The momentum derivative of the Boltzmann density is `-p/(m kT)` times the density. -/
theorem hasDerivAt_boltzmann_momentum (V : ℝ → ℝ) (m kT q p : ℝ) :
    HasDerivAt (fun y => boltzmann V m kT q y)
      (-(p / (m * kT)) * boltzmann V m kT q p) p := by
  have h0 : HasDerivAt (fun y : ℝ => y ^ 2) (2 * p) p := by
    simpa using hasDerivAt_pow 2 p
  have h := (((h0.div_const (2 * m)).add_const (V q)).fun_neg.div_const kT).exp
  unfold boltzmann
  exact h.congr_deriv (by ring)

/-- For a differentiable potential, the Fokker-Planck right-hand side of the Boltzmann density is
`(g - D/kT)/m · (1 - p²/(m kT))` times the density. -/
theorem fokkerPlanck_boltzmann {V : ℝ → ℝ} (hV : Differentiable ℝ V) (g D : ℝ → ℝ)
    (m kT q p : ℝ) :
    fokkerPlanck V g D m (boltzmann V m kT) q p =
      (g q - D q / kT) / m * (1 - p ^ 2 / (m * kT)) * boltzmann V m kT q p := by
  have hB := hasDerivAt_boltzmann_momentum V m kT q
  -- streaming term
  have h1 : deriv (fun x => p / m * boltzmann V m kT x p) q =
      p / m * (-(deriv V q / kT) * boltzmann V m kT q p) :=
    ((hasDerivAt_boltzmann_position m kT q p (hV q)).const_mul (p / m)).deriv
  -- force and friction term
  have h2 : deriv (fun y => (deriv V q + g q * y / m) * boltzmann V m kT q y) p =
      g q / m * boltzmann V m kT q p
        + (deriv V q + g q * p / m) * (-(p / (m * kT)) * boltzmann V m kT q p) := by
    have hl : HasDerivAt (fun y : ℝ => deriv V q + g q * y / m) (g q / m) p :=
      ((((hasDerivAt_id' p).const_mul (g q)).div_const m).const_add (deriv V q)).congr_deriv
        (by ring)
    exact (hl.fun_mul (hB p)).deriv
  -- diffusion term
  have h3 : deriv (fun y => deriv (fun z => boltzmann V m kT q z) y) p =
      -(1 / (m * kT)) * boltzmann V m kT q p
        + -(p / (m * kT)) * (-(p / (m * kT)) * boltzmann V m kT q p) := by
    have hf : (fun y => deriv (fun z => boltzmann V m kT q z) y) =
        fun y => -(y / (m * kT)) * boltzmann V m kT q y := funext fun y => (hB y).deriv
    rw [hf]
    exact (((hasDerivAt_id' p).div_const (m * kT)).fun_neg.fun_mul (hB p)).deriv
  unfold fokkerPlanck
  rw [h1, h2, h3]
  ring

/-- For a differentiable potential and positive `m` and `kT`, the Fokker-Planck right-hand side
of the Boltzmann density vanishes at a single point with `p² ≠ m kT` exactly when
`D = g kT` at that position. -/
theorem stationary_at_point_iff {V : ℝ → ℝ} (hV : Differentiable ℝ V) (g D : ℝ → ℝ)
    {m kT : ℝ} (hm : 0 < m) (hkT : 0 < kT) (q : ℝ) {p : ℝ} (hp : p ^ 2 ≠ m * kT) :
    fokkerPlanck V g D m (boltzmann V m kT) q p = 0 ↔ D q = g q * kT := by
  rw [fokkerPlanck_boltzmann hV]
  constructor
  · intro h
    have hB : boltzmann V m kT q p ≠ 0 := (Real.exp_pos _).ne'
    have hfac : 1 - p ^ 2 / (m * kT) ≠ 0 := by
      intro h0
      have h1 : p ^ 2 / (m * kT) = 1 := by linarith
      exact hp (by simpa using (div_eq_iff (mul_pos hm hkT).ne').mp h1)
    -- only the friction-diffusion mismatch can vanish
    have h1 := (mul_eq_zero.mp ((mul_eq_zero.mp h).resolve_right hB)).resolve_right hfac
    have h2 := (div_eq_zero_iff.mp h1).resolve_right hm.ne'
    have h3 : D q / kT = g q := by linarith
    exact (div_eq_iff hkT.ne').mp h3
  · intro h
    rw [h, mul_div_cancel_right₀ _ hkT.ne']
    ring

/-- At the momenta with `p² = m kT` the Fokker-Planck right-hand side of the Boltzmann density
vanishes for every friction and diffusion, given a differentiable potential and positive
`m` and `kT`. -/
theorem stationary_at_thermal_momentum {V : ℝ → ℝ} (hV : Differentiable ℝ V) (g D : ℝ → ℝ)
    {m kT : ℝ} (hm : 0 < m) (hkT : 0 < kT) (q : ℝ) {p : ℝ} (hp : p ^ 2 = m * kT) :
    fokkerPlanck V g D m (boltzmann V m kT) q p = 0 := by
  rw [fokkerPlanck_boltzmann hV, hp, div_self (mul_pos hm hkT).ne']
  ring

/-- Fluctuation-dissipation relation: for a differentiable potential and positive `m` and `kT`,
the Boltzmann density is stationary under Langevin dynamics exactly when
`D(q) = g(q) kT` at every position. -/
theorem fluctuation_dissipation {V : ℝ → ℝ} (hV : Differentiable ℝ V) (g D : ℝ → ℝ)
    {m kT : ℝ} (hm : 0 < m) (hkT : 0 < kT) :
    (∀ q p, fokkerPlanck V g D m (boltzmann V m kT) q p = 0) ↔ ∀ q, D q = g q * kT := by
  constructor
  · intro h q
    -- a particle at rest already detects the mismatch
    have h0 : (0 : ℝ) ^ 2 ≠ m * kT := by
      rw [zero_pow two_ne_zero]
      exact (mul_pos hm hkT).ne
    exact (stationary_at_point_iff hV g D hm hkT q h0).mp (h q 0)
  · intro h q p
    rw [fokkerPlanck_boltzmann hV, h q, mul_div_cancel_right₀ _ hkT.ne']
    ring

/-- With constant friction `g` and constant diffusion `D`, a differentiable potential and positive
`m` and `kT`, the Boltzmann density is stationary exactly when `D = g kT`. -/
theorem fluctuation_dissipation_const {V : ℝ → ℝ} (hV : Differentiable ℝ V) (g D : ℝ)
    {m kT : ℝ} (hm : 0 < m) (hkT : 0 < kT) :
    (∀ q p, fokkerPlanck V (fun _ => g) (fun _ => D) m (boltzmann V m kT) q p = 0) ↔
      D = g * kT :=
  (fluctuation_dissipation hV (fun _ => g) (fun _ => D) hm hkT).trans
    ⟨fun h => h 0, fun h _ => h⟩

/-- For positive `m` and `kT`, the dissipative momentum current of the Boltzmann density vanishes
everywhere exactly when `D(q) = g(q) kT` at every position. -/
theorem dissipativeCurrent_eq_zero_iff (V g D : ℝ → ℝ) {m kT : ℝ}
    (hm : 0 < m) (hkT : 0 < kT) :
    (∀ q p, dissipativeCurrent g D m (boltzmann V m kT) q p = 0) ↔
      ∀ q, D q = g q * kT := by
  have hJ : ∀ q p, dissipativeCurrent g D m (boltzmann V m kT) q p =
      (D q / kT - g q) * (p / m) * boltzmann V m kT q p := by
    intro q p
    unfold dissipativeCurrent
    rw [(hasDerivAt_boltzmann_momentum V m kT q p).deriv]
    ring
  constructor
  · intro h q
    -- evaluate at unit velocity
    have h1 := h q m
    rw [hJ, div_self hm.ne', mul_one] at h1
    have h2 := (mul_eq_zero.mp h1).resolve_right (Real.exp_pos _).ne'
    exact (div_eq_iff hkT.ne').mp (sub_eq_zero.mp h2)
  · intro h q p
    rw [hJ, h q, mul_div_cancel_right₀ _ hkT.ne']
    ring

end

end LangevinFluctuationDissipation
```

```lean
#print axioms LangevinFluctuationDissipation.stationary_at_thermal_momentum
#print axioms LangevinFluctuationDissipation.fluctuation_dissipation
#print axioms LangevinFluctuationDissipation.fluctuation_dissipation_const
#print axioms LangevinFluctuationDissipation.dissipativeCurrent_eq_zero_iff
```

```
'LangevinFluctuationDissipation.stationary_at_thermal_momentum' depends on axioms: [propext, Classical.choice, Quot.sound]
'LangevinFluctuationDissipation.fluctuation_dissipation' depends on axioms: [propext, Classical.choice, Quot.sound]
'LangevinFluctuationDissipation.fluctuation_dissipation_const' depends on axioms: [propext, Classical.choice, Quot.sound]
'LangevinFluctuationDissipation.dissipativeCurrent_eq_zero_iff' depends on axioms: [propext, Classical.choice, Quot.sound]
```

## Reading the statements and their proofs

`boltzmann V m kT q p` is r(q, p), and `fokkerPlanck V g D m ρ q p` is F[ρ] at one phase-space point, for any function `ρ` and potential whose derivatives in the formula exist. Stationarity is not built into either definition. The friction and diffusion are arbitrary real functions of position, without any assumption on continuity or sign; the reading of D as a noise strength needs D ≥ 0. The hypotheses `hV`, `hm` and `hkT` state that V is differentiable and that m and kT are positive.

The two `HasDerivAt` lemmas establish the first derivatives. They prove that the derivatives exist, which matters because Lean's `deriv` returns 0 where a function has none. In `fokkerPlanck_boltzmann`, the steps `h1`, `h2` and `h3` are the streaming, force-friction and diffusion terms of the derivation; `ring` then performs the cancellation.

`stationary_at_point_iff` treats a single point with p² ≠ m kT: it removes the nonzero factors from the product and solves for D. `stationary_at_thermal_momentum` proves that the residual vanishes at p² = m kT whatever the coefficients. `fluctuation_dissipation` applies the pointwise result at p = 0 to obtain the relation at each q, and substitutes the relation into the residual for the converse. `fluctuation_dissipation_const` specialises to constant coefficients. `dissipativeCurrent_eq_zero_iff` computes J and evaluates it at p = m; it needs no differentiability of V, since J contains only a momentum derivative.

## What stationarity settles for a code, and what it leaves open

The theorems guarantee that, in this model, the right noise strength makes the Boltzmann density a zero of the Fokker-Planck right-hand side, and that any other strength fails at some phase-space point. They concern the differential operator; the stochastic equation enters only through the interpretation of D.

Nothing is stated about convergence to r or uniqueness of the stationary density. V need not be confining, so r may fail to be normalisable. Time-step error is absent too: an integrator with the correct D can still sample a slightly different density at finite Δt. The model has one degree of freedom and friction without memory, and the relation links two coefficients of that model; it is not the linear-response theorem that connects equilibrium correlations with susceptibilities.
